# Detailed balance and a geometric error bound for iterated importance resampling on a finite state space

The pool of states from which the sampler selects is modelled as a list of labelled slots, not as a set. Independent draws can coincide with each other or with the current state, and each copy must then count separately. The probability of reaching a state z is therefore a sum over all slots that contain z.

The states form a finite type `S`. The target p and the proposal g are real functions on `S`, K is the number of candidates per step, and M will be an upper bound on the importance weights. Positivity and normalisation enter as hypotheses of the individual theorems.

```lean
import Mathlib

open Finset

namespace IteratedImportanceResampling

noncomputable section

variable {S : Type*} [Fintype S] [DecidableEq S] {p g : S → ℝ} {K : ℕ} {M : ℝ}
```

## From weights to a transition kernel

The importance weight compares target and proposal:

w(x) = p(x)/g(x).

If p is a Boltzmann distribution and g comes from a cheaper reference energy, w is the reweighting factor between them.

```lean
/-- The importance weight `w = p / g` of a state, for a proposal `g` without zeros. -/
def weight (p g : S → ℝ) (x : S) : ℝ := p x / g x
```

With current state x and candidates y_0, …, y_{K−1}, the pool Y has

Y_0 = x, Y_{i+1} = y_i.

```lean
/-- The pool consisting of the current state `x` in slot `0` and the `K` candidates `y`. -/
def pool (x : S) (y : Fin K → S) : Fin (K + 1) → S := Fin.cons x y
```

Slot j is selected with probability

w(Y_j)/W(Y), W(Y) = Σ_i w(Y_i).

A constant factor in p cancels here, so the partition function is not needed to run the sampler.

```lean
/-- The probability of selecting slot `j` of a pool `Y`, proportional to its importance weight;
the total weight of the pool must be nonzero. -/
def selectProb (p g : S → ℝ) {n : ℕ} (Y : Fin n → S) (j : Fin n) : ℝ :=
  weight p g (Y j) / ∑ i, weight p g (Y i)
```

Averaging over the candidate lists gives the kernel, where 1[·] is 1 if the condition holds and 0 otherwise:

P(x,z) = Σ_y [Π_i g(y_i)] Σ_j 1[Y_j = z] w(Y_j)/W(Y).

The candidates are drawn from g whatever the current state is; proposals that depend on x are not covered.

```lean
/-- The probability of moving from `x` to `z`: draw `K` independent candidates from `g`, then
select one member of the pool; `p` and `g` are positive. -/
def kernel (p g : S → ℝ) (K : ℕ) (x z : S) : ℝ :=
  ∑ y : Fin K → S, (∏ i, g (y i)) *
    ∑ j, if pool x y j = z then selectProb p g (pool x y) j else 0
```

A distribution μ over the states evolves in one step to

(μP)(z) = Σ_x μ(x) P(x,z).

```lean
/-- One Monte Carlo step applied to a distribution `μ` over the states. -/
def step (p g : S → ℝ) (K : ℕ) (μ : S → ℝ) (z : S) : ℝ := ∑ x, μ x * kernel p g K x z
```

## Averages over independent draws

Expanding a product of sums gives, for any functions h_k,

Σ_y Π_k g(y_k) h_k(y_k) = Π_k Σ_s g(s) h_k(s).

```lean
omit [DecidableEq S] in
/-- The average of a product of one-candidate functions over independent draws is the product
of the averages. -/
theorem draws_prod (g : S → ℝ) (h : Fin K → S → ℝ) :
    ∑ y : Fin K → S, (∏ k, g (y k)) * ∏ k, h k (y k) = ∏ k, ∑ s, g s * h k s := by
  rw [Finset.prod_univ_sum, Fintype.piFinset_univ]
  exact sum_congr rfl fun y _ => prod_mul_distrib.symm
```

Let g be normalised. Setting h_i = a and all other h_k = 1 leaves a single factor, the mean of a under g.

```lean
omit [DecidableEq S] in
/-- Each candidate is distributed according to `g`. -/
theorem draws_single (hg1 : ∑ s, g s = 1) (a : S → ℝ) (i : Fin K) :
    ∑ y : Fin K → S, (∏ k, g (y k)) * a (y i) = ∑ s, g s * a s := by
  have h := draws_prod g (fun k s => if k = i then a s else 1)
  have e : ∀ k, ∑ s, g s * (if k = i then a s else 1)
      = if k = i then ∑ s, g s * a s else 1 := by
    intro k
    split_ifs <;> simp [hg1]
  simp only [e, prod_ite_eq', mem_univ, if_true] at h
  exact h
```

With two different candidates i ≠ j carrying functions a and b, two factors survive, and the average is the product of the two means.

```lean
omit [DecidableEq S] in
/-- Two different candidates are statistically independent. -/
theorem draws_pair (hg1 : ∑ s, g s = 1) (a b : S → ℝ) {i j : Fin K} (hij : i ≠ j) :
    ∑ y : Fin K → S, (∏ k, g (y k)) * (a (y i) * b (y j))
      = (∑ s, g s * a s) * ∑ s, g s * b s := by
  have h := draws_prod g (fun k s => (if k = i then a s else 1) * (if k = j then b s else 1))
  have e : ∀ k, ∑ s, g s * ((if k = i then a s else 1) * (if k = j then b s else 1))
      = (if k = i then ∑ s, g s * a s else 1) * (if k = j then ∑ s, g s * b s else 1) := by
    intro k
    by_cases h1 : k = i
    · have h2 : k ≠ j := fun h => hij (h1.symm.trans h)
      simp only [if_pos h1, if_neg h2, mul_one]
    · by_cases h2 : k = j
      · simp only [if_neg h1, if_pos h2, one_mul]
      · simp only [if_neg h1, if_neg h2, mul_one, hg1]
  simp only [e, prod_mul_distrib, prod_ite_eq', mem_univ, if_true] at h
  exact h
```

## Rows sum to one

Every term of P is nonnegative. Summing over z removes the indicator, and for each pool

Σ_j w(Y_j)/W(Y) = 1.

What remains is Σ_y Π_i g(y_i) = 1. The target p need not be normalised.

```lean
/-- The transition probabilities are nonnegative and sum to one over the final states. -/
theorem kernel_row_stochastic (hp : ∀ s, 0 < p s) (hg : ∀ s, 0 < g s) (hg1 : ∑ s, g s = 1)
    (x : S) : (∀ z, 0 ≤ kernel p g K x z) ∧ ∑ z, kernel p g K x z = 1 := by
  have hw : ∀ s, 0 < weight p g s := fun s => div_pos (hp s) (hg s)
  constructor
  · intro z
    refine sum_nonneg fun y _ => mul_nonneg (prod_nonneg fun i _ => (hg _).le)
      (sum_nonneg fun j _ => ?_)
    split_ifs
    · exact div_nonneg (hw _).le (sum_nonneg fun i _ => (hw _).le)
    · exact le_rfl
  · have h1 : ∑ y : Fin K → S, ∏ i, g (y i) = 1 := by
      simpa [hg1] using draws_prod (K := K) g (fun _ _ => 1)
    rw [← h1]
    unfold kernel
    rw [sum_comm]
    refine sum_congr rfl fun y _ => ?_
    have hW : 0 < ∑ i, weight p g (pool x y i) := sum_pos (fun i _ => hw _) univ_nonempty
    rw [← mul_sum, sum_comm]
    simp only [sum_ite_eq, mem_univ, if_true, selectProb]
    rw [← sum_div, div_self hW.ne', mul_one]
```

## Detailed balance by exchanging two slots

Since p(x) = g(x) w(x), the factor g(x) completes the product over the pool:

p(x) P(x,z) = Σ_Y Σ_j 1[Y_0 = x and Y_j = z] [Π_i g(Y_i)] w(Y_0) w(Y_j)/W(Y).

In the proof, `Fin.consEquiv` splits a complete pool into slot 0 and the candidates, and only pools with Y_0 = x contribute.

```lean
/-- The probability flux from `x` to `z` is a sum over complete pools that hold `x` in slot `0`
and `z` in the selected slot. -/
theorem flux_eq_sum_pools (hg : ∀ s, 0 < g s) (x z : S) :
    p x * kernel p g K x z = ∑ Y : Fin (K + 1) → S, ∑ j, if Y 0 = x ∧ Y j = z then
      (∏ i, g (Y i)) * weight p g (Y 0) * selectProb p g Y j else 0 := by
  have hsplit : ∀ F : (Fin (K + 1) → S) → ℝ,
      ∑ Y, F Y = ∑ a, ∑ y : Fin K → S, F (pool a y) := by
    intro F
    rw [← Fintype.sum_prod_type' (fun a (y : Fin K → S) => F (pool a y))]
    exact (Fintype.sum_equiv (Fin.consEquiv (fun _ => S)) _ _ (fun _ => rfl)).symm
  rw [hsplit, sum_eq_single x]
  · unfold kernel
    rw [mul_sum]
    refine sum_congr rfl fun y _ => ?_
    rw [← mul_assoc, mul_sum]
    refine sum_congr rfl fun j _ => ?_
    have h0 : pool x y 0 = x := rfl
    have hprod : ∏ i, g (pool x y i) = g x * ∏ i, g (y i) := by
      rw [Fin.prod_univ_succ]; rfl
    have hw : g x * weight p g x = p x := by
      have := (hg x).ne'
      unfold weight
      field_simp
    by_cases h : pool x y j = z
    · rw [if_pos h, if_pos ⟨h0, h⟩, hprod, h0, ← hw]
      ring
    · rw [if_neg h, if_neg (fun q => h q.2), mul_zero]
  · intro a _ ha
    exact sum_eq_zero fun y _ => sum_eq_zero fun j _ => if_neg (fun q => ha q.1)
  · intro h
    exact absurd (mem_univ x) h
```

For fixed j, exchange the contents of slots 0 and j. The product of the g's, the total weight W and the product w(Y_0) w(Y_j) are unchanged, while the condition becomes Y_0 = z and Y_j = x. The sum is now the reverse flux, so

p(x) P(x,z) = p(z) P(z,x).

`Equiv.swap 0 j` performs the exchange as a relabelling of the sum over pools.

```lean
/-- Detailed balance: the probability flux from `x` to `z` equals the flux from `z` to `x`. -/
theorem kernel_reversible (hg : ∀ s, 0 < g s) (x z : S) :
    p x * kernel p g K x z = p z * kernel p g K z x := by
  rw [flux_eq_sum_pools hg, flux_eq_sum_pools hg, sum_comm]
  conv_rhs => rw [sum_comm]
  refine sum_congr rfl fun j _ => ?_
  -- exchange the contents of slot `0` and the selected slot `j`
  refine Fintype.sum_equiv ((Equiv.swap 0 j).arrowCongr (Equiv.refl S)) _ _ fun Y => ?_
  have hY : ((Equiv.swap 0 j).arrowCongr (Equiv.refl S)) Y
      = fun i => Y (Equiv.swap 0 j i) := rfl
  rw [hY]
  simp only [Equiv.swap_apply_left, Equiv.swap_apply_right, selectProb]
  rw [Equiv.prod_comp (Equiv.swap 0 j) (fun i => g (Y i)),
    Equiv.sum_comp (Equiv.swap 0 j) (fun i => weight p g (Y i))]
  by_cases h : Y 0 = x ∧ Y j = z
  · rw [if_pos h, if_pos h.symm]
    ring
  · rw [if_neg h, if_neg (fun q => h q.symm)]
```

## A lower bound on every transition

Now let p be normalised too, and let w ≤ M. Such an M always exists on a finite set; it is large when g rarely proposes a state that p favours. Put c = K − 1 + 2M. From (c − W)² ≥ 0 follows the tangent-line bound

1/W ≥ (2c − W)/c².

Hold candidate j at z, which has probability g(z). Each of the other K − 1 candidates has mean weight Σ_s g(s) w(s) = 1, so

Σ_y [Π_i g(y_i)] 1[y_j = z] w(z)/W
≥ (g(z) w(z)/c²) (2c − w(x) − w(z) − (K − 1))
≥ (p(z)/c²) (2c − c) = p(z)/c.

The last inequality uses w(x) + w(z) ≤ 2M. In Lean, candidate j sits in slot `j.succ`.

```lean
/-- If the weights are at most `M`, the probability that candidate `j` equals `z` and is selected
is at least `p z / (K - 1 + 2 M)`. -/
theorem candidate_bound (hp : ∀ s, 0 < p s) (hg : ∀ s, 0 < g s) (hp1 : ∑ s, p s = 1)
    (hg1 : ∑ s, g s = 1) (hM : ∀ s, weight p g s ≤ M) (x z : S) (j : Fin K) :
    p z / (K - 1 + 2 * M) ≤ ∑ y : Fin K → S, (∏ i, g (y i)) *
      if pool x y j.succ = z then selectProb p g (pool x y) j.succ else 0 := by
  have hw : ∀ s, 0 < weight p g s := fun s => div_pos (hp s) (hg s)
  have hgw : ∀ s, g s * weight p g s = p s := by
    intro s
    have := (hg s).ne'
    unfold weight
    field_simp
  have hK : (1 : ℝ) ≤ K := by exact_mod_cast (Nat.zero_le _).trans_lt j.isLt
  obtain ⟨c, hc⟩ : ∃ c : ℝ, c = K - 1 + 2 * M := ⟨_, rfl⟩
  have hc0 : 0 < c := by linarith [hw x, hM x]
  rw [← hc]
  let a : S → ℝ := fun s => if s = z then 1 else 0
  have ha : ∑ s, g s * a s = g z := by simp [a]
  have h1 : ∑ y : Fin K → S, (∏ k, g (y k)) * a (y j) = g z := by
    rw [draws_single hg1, ha]
  -- mean of the candidates' total weight times the indicator that candidate `j` equals `z`
  have h2 : ∑ y : Fin K → S, (∏ k, g (y k)) * (a (y j) * ∑ i, weight p g (y i))
      = g z * (weight p g z + K - 1) := by
    have e : ∀ i, ∑ y : Fin K → S, (∏ k, g (y k)) * (a (y j) * weight p g (y i))
        = g z + if i = j then g z * weight p g z - g z else 0 := by
      intro i
      by_cases h : i = j
      · subst h
        rw [draws_single hg1 (fun s => a s * weight p g s) i]
        simp [a]
      · rw [draws_pair hg1 a (weight p g) (Ne.symm h), ha, if_neg h]
        simp only [hgw, hp1, mul_one, add_zero]
    calc _ = ∑ i, ∑ y : Fin K → S, (∏ k, g (y k)) * (a (y j) * weight p g (y i)) := by
          rw [sum_comm]
          exact sum_congr rfl fun y _ => by simp only [mul_sum]
      _ = _ := by
          simp only [e, sum_add_distrib, sum_const, card_univ, Fintype.card_fin,
            nsmul_eq_mul, sum_ite_eq', mem_univ, if_true]
          ring
  calc p z / c = p z / c ^ 2 * c := by field_simp
    _ ≤ p z / c ^ 2 * (2 * c - weight p g x - (weight p g z + K - 1)) :=
        mul_le_mul_of_nonneg_left (by linarith [hM x, hM z])
          (div_nonneg (hp z).le (sq_nonneg c))
    _ = weight p g z / c ^ 2 * ((2 * c - weight p g x) * g z
          - g z * (weight p g z + K - 1)) := by rw [← hgw z]; ring
    _ = ∑ y : Fin K → S, (∏ k, g (y k)) * (a (y j) * (weight p g z *
          ((2 * c - (weight p g x + ∑ i, weight p g (y i))) / c ^ 2))) := by
        rw [← h2]
        nth_rewrite 1 [← h1]
        rw [mul_sum, ← sum_sub_distrib, mul_sum]
        exact sum_congr rfl fun y _ => by ring
    _ ≤ _ := by
        refine sum_le_sum fun y _ =>
          mul_le_mul_of_nonneg_left ?_ (prod_nonneg fun i _ => (hg _).le)
        have hy : pool x y j.succ = y j := rfl
        have hs : ∑ i, weight p g (pool x y i) = weight p g x + ∑ i, weight p g (y i) := by
          rw [Fin.sum_univ_succ]; rfl
        have hW : 0 < weight p g x + ∑ i, weight p g (y i) :=
          add_pos_of_pos_of_nonneg (hw x) (sum_nonneg fun i _ => (hw _).le)
        unfold selectProb
        rw [hs, hy]
        by_cases h : y j = z
        · simp only [a, h, if_true, one_mul]
          rw [div_eq_mul_one_div (weight p g z)]
          refine mul_le_mul_of_nonneg_left ?_ (hw z).le
          -- the tangent line of `1 / W` at `W = c` lies below the curve
          rw [div_le_div_iff₀ (pow_pos hc0 2) hW]
          nlinarith [sq_nonneg (c - (weight p g x + ∑ i, weight p g (y i)))]
        · simp only [a, h, if_false, zero_mul, le_refl]
```

Adding the K candidates and discarding the nonnegative contribution of slot 0 gives

P(x,z) ≥ ε p(z), ε = K/(K − 1 + 2M).

```lean
/-- If the weights are at most `M`, every transition probability into `z` is at least
`K / (K - 1 + 2 M)` times the target probability of `z`. -/
theorem kernel_minorization (hp : ∀ s, 0 < p s) (hg : ∀ s, 0 < g s) (hp1 : ∑ s, p s = 1)
    (hg1 : ∑ s, g s = 1) (hM : ∀ s, weight p g s ≤ M) (x z : S) :
    K / (K - 1 + 2 * M) * p z ≤ kernel p g K x z := by
  have hw : ∀ s, 0 < weight p g s := fun s => div_pos (hp s) (hg s)
  calc K / (K - 1 + 2 * M) * p z = ∑ _j : Fin K, p z / (K - 1 + 2 * M) := by
        rw [sum_const, card_univ, Fintype.card_fin, nsmul_eq_mul]
        ring
    _ ≤ ∑ j : Fin K, ∑ y : Fin K → S, (∏ i, g (y i)) *
          if pool x y j.succ = z then selectProb p g (pool x y) j.succ else 0 :=
        sum_le_sum fun j _ => candidate_bound hp hg hp1 hg1 hM x z j
    _ ≤ kernel p g K x z := by
        rw [sum_comm]
        refine sum_le_sum fun y _ => ?_
        rw [← mul_sum]
        refine mul_le_mul_of_nonneg_left ?_ (prod_nonneg fun i _ => (hg _).le)
        rw [Fin.sum_univ_succ (n := K)]
        refine le_add_of_nonneg_left ?_
        split_ifs
        · exact div_nonneg (hw _).le (sum_nonneg fun i _ => (hw _).le)
        · exact le_rfl
```

## Contraction towards the target

Detailed balance and unit row sums give Σ_x p(x) P(x,z) = p(z). If μ sums to one, then Σ_x (μ(x) − p(x)) = 0, and ε p(z) can be subtracted from the kernel without changing the result:

(μP)(z) − p(z) = Σ_x (μ(x) − p(x)) (P(x,z) − ε p(z)).

The second bracket is nonnegative and sums to 1 − ε over z. Taking absolute values and summing,

Σ_z |(μP)(z) − p(z)| ≤ (1 − ε) Σ_z |μ(z) − p(z)|.

```lean
/-- One step shrinks the total absolute deviation from `p` at least by the factor
`1 - K / (K - 1 + 2 M)`. -/
theorem step_contraction (hp : ∀ s, 0 < p s) (hg : ∀ s, 0 < g s) (hp1 : ∑ s, p s = 1)
    (hg1 : ∑ s, g s = 1) (hM : ∀ s, weight p g s ≤ M) (μ : S → ℝ) (hμ : ∑ s, μ s = 1) :
    ∑ z, |step p g K μ z - p z| ≤ (1 - K / (K - 1 + 2 * M)) * ∑ z, |μ z - p z| := by
  have hrow := fun x => (kernel_row_stochastic (K := K) hp hg hg1 x).2
  have hmin := kernel_minorization (K := K) hp hg hp1 hg1 hM
  generalize (K : ℝ) / (K - 1 + 2 * M) = ε at hmin ⊢
  -- detailed balance makes `p` stationary
  have hst : ∀ z, ∑ x, p x * kernel p g K x z = p z := by
    intro z
    rw [sum_congr rfl fun x _ => kernel_reversible hg x z, ← mul_sum, hrow, mul_one]
  have hd : ∑ x, (μ x - p x) = 0 := by rw [sum_sub_distrib, hμ, hp1, sub_self]
  have hz : ∀ z, step p g K μ z - p z
      = ∑ x, (μ x - p x) * (kernel p g K x z - ε * p z) := by
    intro z
    calc step p g K μ z - p z = ∑ x, (μ x - p x) * kernel p g K x z := by
          simp only [sub_mul, sum_sub_distrib, hst, step]
      _ = ∑ x, (μ x - p x) * kernel p g K x z - (∑ x, (μ x - p x)) * (ε * p z) := by
          rw [hd]; ring
      _ = _ := by
          rw [sum_mul, ← sum_sub_distrib]
          exact sum_congr rfl fun x _ => by ring
  calc ∑ z, |step p g K μ z - p z|
      ≤ ∑ z, ∑ x, |μ x - p x| * (kernel p g K x z - ε * p z) := by
        refine sum_le_sum fun z _ => ?_
        rw [hz]
        refine (abs_sum_le_sum_abs _ _).trans_eq (sum_congr rfl fun x _ => ?_)
        rw [abs_mul, abs_of_nonneg (sub_nonneg.2 (hmin x z))]
    _ = ∑ x, |μ x - p x| * (1 - ε) := by
        rw [sum_comm]
        refine sum_congr rfl fun x _ => ?_
        rw [← mul_sum, sum_sub_distrib, hrow, ← mul_sum, hp1, mul_one]
    _ = (1 - ε) * ∑ z, |μ z - p z| := by rw [← sum_mul, mul_comm]
```

A step preserves the total of μ, and summing the lower bound over z shows 1 − ε ≥ 0. Induction then gives the factor (1 − ε)^n after n steps. For simulation practice this bounds the equilibration error of the sampler defined here, with its state-independent proposals, on a finite configuration space; it does not address the statistical error of time averages.

```lean
/-- After `n` steps the total absolute deviation from `p` is at most
`(1 - K / (K - 1 + 2 M)) ^ n` times its initial value. -/
theorem geometric_convergence (hp : ∀ s, 0 < p s) (hg : ∀ s, 0 < g s) (hp1 : ∑ s, p s = 1)
    (hg1 : ∑ s, g s = 1) (hM : ∀ s, weight p g s ≤ M) (n : ℕ) (μ : S → ℝ)
    (hμ : ∑ s, μ s = 1) :
    ∑ z, |(step p g K)^[n] μ z - p z|
      ≤ (1 - K / (K - 1 + 2 * M)) ^ n * ∑ z, |μ z - p z| := by
  have hrow := fun x => (kernel_row_stochastic (K := K) hp hg hg1 x).2
  have hr : 0 ≤ 1 - (K : ℝ) / (K - 1 + 2 * M) := by
    rcases isEmpty_or_nonempty S with h | ⟨⟨x⟩⟩
    · simp at hp1
    · have h := sum_le_sum fun z (_ : z ∈ univ) =>
        kernel_minorization (K := K) hp hg hp1 hg1 hM x z
      rw [← mul_sum, hp1, hrow, mul_one] at h
      linarith
  induction n generalizing μ with
  | zero => simp
  | succ n ih =>
    have hs : ∑ z, step p g K μ z = 1 := by
      unfold step
      rw [sum_comm]
      simp only [← mul_sum, hrow, mul_one, hμ]
    rw [Function.iterate_succ_apply, pow_succ, mul_assoc]
    exact (ih _ hs).trans (mul_le_mul_of_nonneg_left
      (step_contraction hp hg hp1 hg1 hM μ hμ) (pow_nonneg hr n))

end

end IteratedImportanceResampling
```

```lean
#print axioms IteratedImportanceResampling.geometric_convergence
```

```
'IteratedImportanceResampling.geometric_convergence' depends on axioms: [propext, Classical.choice, Quot.sound]
```

## Two states with one candidate, and the case of no candidates

Take states a and b with p = (3/4, 1/4), g = (1/2, 1/2) and K = 1. Then w = (3/2, 1/2), and

P(a,b) = (1/2) · (1/2)/2 = 1/8,
P(b,a) = (1/2) · (3/2)/2 = 3/8.

Both fluxes equal 3/32. With M = 3/2, ε = 1/3. Starting from b, the total absolute deviation is 3/2; one step leads to (3/8, 5/8) with deviation 3/4, below the bound (2/3) · (3/2) = 1.

The theorems also admit K = 0. The pool then holds only the current state, the kernel is the identity, and ε = 0: the bound correctly promises no progress. For K ≥ 1, ε is positive and the bound tends to zero as n grows.
